# The Weyl–Paldus formula for the number of configuration state functions in $n$ orbitals

Before I start a complete-active-space calculation in a spin-adapted basis, I work out the length of the CI vector to see whether it fits in memory. Without spatial symmetry or truncation, that length is the number $d$ of independent configuration state functions (CSFs) for the chosen electrons, orbitals and spin. For $a$ spin-up and $b\le a$ spin-down electrons in $n$ orbitals and total spin $s=(a-b)/2$, the Weyl–Paldus formula says

$$(n+1)\,d=(a-b+1)\binom{n+1}{a+1}\binom{n+1}{b}.$$

I know the argument that subtracts one determinant count from another, but I'd like $d$ to be defined through $S^2$ itself, with the subtraction derived. Can this be proved rigorously and checked in Lean?

## Counting the states that $S_+$ annihilates

Yes. A determinant $c$ assigns to each orbital $p$ a pair of occupations (up, down), and a state is a complex function $\psi(c)$. Let $V(a,b)$ be the space of states with $a$ spin-up and $b$ spin-down electrons. Choosing the occupied orbitals for each spin gives $\dim V(a,b)=\binom na\binom nb$.

Let $f_pc$ be $c$ with the two occupations of orbital $p$ exchanged. With spin orbitals ordered orbital by orbital, a spin flip moves an electron between neighbouring positions, so no sign appears:

$$(S_+\psi)(c)=\sum_{p:\,c_p=(1,0)}\psi(f_pc),\qquad (S_-\psi)(c)=\sum_{p:\,c_p=(0,1)}\psi(f_pc).$$

**Adjointness.** Relabelling $c\to f_pc$ in each term of $\langle\phi|S_+\psi\rangle$ gives $\langle S_-\phi|\psi\rangle$.

**Commutator.** Flips in different orbitals commute. Within one orbital, raising after lowering projects on "only up", and lowering after raising projects on "only down". The difference is $n_{p\uparrow}-n_{p\downarrow}$, and the sum over $p$ gives $[S_+,S_-]=2S_z$.

**The spin condition.** On $V(a,b)$, $S_z=s$, so $S^2=S_-S_++S_z^2+S_z=S_-S_++s(s+1)$. Hence $S^2\psi=s(s+1)\psi$ means $S_-S_+\psi=0$. Then $0=\langle\psi|S_-S_+\psi\rangle=\|S_+\psi\|^2$, so $S_+\psi=0$. The converse is immediate. A CSF is such a state with a fixed total occupation of each orbital. Spin flips preserve these occupations, so the CSFs span the solution space, and $d$ is its dimension.

**Surjectivity.** For $b\le a$, $S_+$ maps $V(a,b+1)$ onto $V(a+1,b)$. Indeed, for $\chi$ in the target,

$$\langle\chi|S_+S_-\chi\rangle=\|S_+\chi\|^2+(a+1-b)\|\chi\|^2,$$

which is positive unless $\chi=0$. So $S_+S_-$ is injective on a finite-dimensional space and therefore surjective: every $\phi$ in the target is $S_+(S_-\chi)$ for some $\chi$.

**Subtraction.** For $b+1\le a$, rank–nullity now gives the number of CSFs in $V(a,b+1)$:

$$d=\binom na\binom n{b+1}-\binom n{a+1}\binom nb.$$

Put $A=\binom{n+1}{a+1}$ and $B=\binom{n+1}{b+1}$. By Pascal's rule, $\binom n{a+1}=A-\binom na$ and $\binom n{b+1}=B-\binom nb$, so $d=\binom naB-A\binom nb$. Since $(n+1)\binom na=(a+1)A$ and $(n+1)\binom nb=(b+1)B$,

$$(n+1)d=(a+1)AB-(b+1)AB=(a-b)AB,$$

which is the formula with $b+1$ spin-down electrons. With no spin-down electrons, $S_+$ annihilates everything, $d=\binom na$, and the formula is $(n+1)\binom na=(a+1)A$.

## What `weyl_paldus` says about `csf`

`Config n` is the type of determinants, `Config n → ℂ` the state space and `sector n a b` the space $V(a,b)$. `ladder true` and `ladder false` are $S_+$ and $S_-$, in units with $\hbar=1$. `csf n a b` is the kernel of $S^2-s(s+1)$ on the sector, and `Module.finrank` is its dimension $d$. The theorem assumes only `b ≤ a`; for $a>n$ both sides vanish. It is stated in the integers, multiplied by $n+1$ to avoid a division.

Each multiplet is counted once, through its component with $S_z=s$. Both spins share one set of orbitals, and the determinants are orthonormal. The sign-free ladder action and the expression for $S^2$ are definitions here, not derived from fermionic field operators. The theorem gives the dimension but constructs no CSF basis.

```lean
import Mathlib

open Finset Matrix
open scoped ComplexOrder

namespace WeylPaldus

noncomputable section

/-- A Slater determinant over `n` orbitals: for each orbital, whether its spin-up and its
spin-down spin orbital are occupied. -/
abbrev Config (n : ℕ) := Fin n → Bool × Bool

variable {n a b : ℕ}

/-- The number of spin-up electrons. -/
def nUp (c : Config n) : ℕ := ∑ p, (c p).1.toNat

/-- The number of spin-down electrons. -/
def nDown (c : Config n) : ℕ := ∑ p, (c p).2.toNat

/-- Exchange of the spin-up and spin-down occupations of orbital `p`. -/
def spinFlip (p : Fin n) (c : Config n) : Config n := Function.update c p (c p).swap

/-- The total spin ladder operator, a sum of spin flips in singly occupied orbitals: from down to up
for `s = true` (raising), from up to down for `s = false` (lowering). The spin orbitals are ordered
orbital by orbital. -/
def ladder (s : Bool) : (Config n → ℂ) →ₗ[ℂ] (Config n → ℂ) where
  toFun ψ c := ∑ p, if c p = (s, !s) then ψ (spinFlip p c) else 0
  map_add' ψ φ := by
    ext c
    simp only [Pi.add_apply, ← Finset.sum_add_distrib]
    exact sum_congr rfl fun p _ => by split_ifs <;> simp
  map_smul' z ψ := by
    ext c
    simp only [Pi.smul_apply, smul_eq_mul, RingHom.id_apply, Finset.mul_sum, mul_ite, mul_zero]

local notation "S₊" => ladder true
local notation "S₋" => ladder false

/-- The operator `S_z`, half the excess of spin-up over spin-down electrons. -/
def spinZ : (Config n → ℂ) →ₗ[ℂ] (Config n → ℂ) where
  toFun ψ c := ((nUp c : ℂ) - nDown c) / 2 * ψ c
  map_add' ψ φ := by ext c; simp [mul_add]
  map_smul' z ψ := by ext c; simp [mul_left_comm]

/-- The total spin operator `S² = S₋ S₊ + S_z² + S_z`. -/
def spinSq : (Config n → ℂ) →ₗ[ℂ] (Config n → ℂ) := S₋ ∘ₗ S₊ + spinZ ∘ₗ spinZ + spinZ

/-- The states with `a` spin-up and `b` spin-down electrons in `n` orbitals. -/
def sector (n a b : ℕ) : Submodule ℂ (Config n → ℂ) where
  carrier := {ψ | ∀ c, ¬(nUp c = a ∧ nDown c = b) → ψ c = 0}
  add_mem' h k c hc := by simp [h c hc, k c hc]
  zero_mem' _ _ := rfl
  smul_mem' z _ h c hc := by simp [h c hc]

/-- The states with `a` spin-up and `b` spin-down electrons for which `S²` has the value `s(s+1)`,
where `s = (a-b)/2`. For `b ≤ a` this is the space spanned by the configuration state functions of
spin `s` at `S_z = s`. -/
def csf (n a b : ℕ) : Submodule ℂ (sector n a b) :=
  LinearMap.ker ((spinSq - (((a : ℂ) - b) / 2 * (((a : ℂ) - b) / 2 + 1)) •
    LinearMap.id).domRestrict (sector n a b))

/-- The raising and lowering operators are adjoint to each other. -/
theorem ladder_adjoint (s : Bool) (φ ψ : Config n → ℂ) :
    star φ ⬝ᵥ ladder s ψ = star (ladder (!s) φ) ⬝ᵥ ψ := by
  simp only [dotProduct, ladder, LinearMap.coe_mk, AddHom.coe_mk, Pi.star_apply, star_sum,
    Finset.mul_sum, Finset.sum_mul]
  rw [Finset.sum_comm]
  conv_rhs => rw [Finset.sum_comm]
  refine sum_congr rfl fun p _ => ?_
  -- relabel the determinants by the spin flip in orbital p
  have inv : Function.Involutive (spinFlip p) := fun c => by simp [spinFlip]
  refine Fintype.sum_equiv inv.toPerm _ _ fun c => ?_
  have h : spinFlip p c p = (!s, !!s) ↔ c p = (s, !s) := by
    rw [spinFlip, Function.update_self]
    rcases c p with ⟨_ | _, _ | _⟩ <;> cases s <;> simp
  simp only [Function.Involutive.coe_toPerm, h, inv c]
  split_ifs <;> simp

/-- The commutation relation `[S₊, S₋] = 2 S_z`. -/
theorem commutator (ψ : Config n → ℂ) : S₊ (S₋ ψ) = S₋ (S₊ ψ) + (2 : ℂ) • spinZ ψ := by
  funext c
  have e : ∀ s t, ladder s (ladder t ψ) c = ∑ p, ∑ q, if c p = (s, !s) then
      (if spinFlip p c q = (t, !t) then ψ (spinFlip q (spinFlip p c)) else 0) else 0 := by
    intro s t
    simp only [ladder, LinearMap.coe_mk, AddHom.coe_mk]
    refine sum_congr rfl fun p _ => ?_
    by_cases h : c p = (s, !s)
    · simp only [if_pos h]
    · simp only [if_neg h, Finset.sum_const_zero]
  -- different orbitals commute; a single orbital contributes its own 2 s_z
  have key : ∀ p q, (if c p = (true, false) then
      (if spinFlip p c q = (false, true) then ψ (spinFlip q (spinFlip p c)) else 0) else 0) =
      (if c q = (false, true) then
      (if spinFlip q c p = (true, false) then ψ (spinFlip p (spinFlip q c)) else 0) else 0) +
      if p = q then (((c p).1.toNat : ℂ) - (c p).2.toNat) * ψ c else 0 := by
    intro p q
    rcases eq_or_ne p q with rfl | h
    · have h1 : spinFlip p (spinFlip p c) = c := by simp [spinFlip]
      have h2 : spinFlip p c p = (c p).swap := by simp [spinFlip]
      rw [h1, h2]
      rcases c p with ⟨_ | _, _ | _⟩ <;> simp
    · have h1 : spinFlip p (spinFlip q c) = spinFlip q (spinFlip p c) := by
        simp only [spinFlip, Function.update_of_ne h, Function.update_of_ne h.symm]
        exact Function.update_comm h.symm _ _ _
      have h2 : spinFlip p c q = c q := Function.update_of_ne h.symm _ _
      have h3 : spinFlip q c p = c p := Function.update_of_ne h _ _
      rw [h1, h2, h3, if_neg h, add_zero]
      split_ifs <;> rfl
  have hz : ((2 : ℂ) • spinZ ψ) c = ∑ p, (((c p).1.toNat : ℂ) - (c p).2.toNat) * ψ c := by
    rw [← Finset.sum_mul, Finset.sum_sub_distrib, ← Nat.cast_sum, ← Nat.cast_sum]
    change 2 * (((nUp c : ℂ) - nDown c) / 2 * ψ c) = ((nUp c : ℂ) - nDown c) * ψ c
    ring
  rw [Pi.add_apply, hz, e true false, e false true]
  conv_rhs => rw [Finset.sum_comm]
  simp only [Bool.not_true, Bool.not_false, key, Finset.sum_add_distrib, Finset.sum_ite_eq,
    Finset.mem_univ, if_true]

/-- On states with `a` spin-up and `b` spin-down electrons, `S₊` turns one spin up and `S₋` turns
one spin down: the result vanishes on all determinants with other occupations. -/
theorem ladder_sector {ψ : Config n → ℂ} (hψ : ψ ∈ sector n a b) (c : Config n) :
    (¬(nUp c = a + 1 ∧ nDown c + 1 = b) → S₊ ψ c = 0) ∧
    (¬(nUp c + 1 = a ∧ nDown c = b + 1) → S₋ ψ c = 0) := by
  have count : ∀ (f : Bool × Bool → ℕ) (p : Fin n),
      ∑ q, f (spinFlip p c q) + f (c p) = ∑ q, f (c q) + f (c p).swap := by
    intro f p
    have h : ∑ q ∈ univ.erase p, f (spinFlip p c q) = ∑ q ∈ univ.erase p, f (c q) :=
      sum_congr rfl fun q hq => by rw [spinFlip, Function.update_of_ne (ne_of_mem_erase hq)]
    have h1 : f (spinFlip p c p) + ∑ q ∈ univ.erase p, f (spinFlip p c q) =
      ∑ q, f (spinFlip p c q) := add_sum_erase univ (fun q => f (spinFlip p c q)) (mem_univ p)
    have h2 : f (c p) + ∑ q ∈ univ.erase p, f (c q) = ∑ q, f (c q) :=
      add_sum_erase univ (fun q => f (c q)) (mem_univ p)
    have h3 : spinFlip p c p = (c p).swap := by simp [spinFlip]
    rw [h3, h] at h1
    omega
  have up : ∀ p, nUp (spinFlip p c) + (c p).1.toNat = nUp c + (c p).2.toNat :=
    count fun x => x.1.toNat
  have down : ∀ p, nDown (spinFlip p c) + (c p).2.toNat = nDown c + (c p).1.toNat :=
    count fun x => x.2.toNat
  simp only [ladder, LinearMap.coe_mk, AddHom.coe_mk]
  constructor <;> intro hc <;> refine Finset.sum_eq_zero fun p _ => ?_ <;> split_ifs with h
  all_goals first
    | rfl
    | (refine hψ _ fun hh => hc ?_
       have u := up p
       have d := down p
       simp only [h, Bool.not_true, Bool.not_false, Bool.toNat_true, Bool.toNat_false] at u d
       omega)

/-- A state with `a` spin-up and `b` spin-down electrons has `S_z = (a-b)/2`. -/
theorem spinZ_sector {ψ : Config n → ℂ} (hψ : ψ ∈ sector n a b) :
    spinZ ψ = (((a : ℂ) - b) / 2) • ψ := by
  funext c
  by_cases h : nUp c = a ∧ nDown c = b
  · simp [spinZ, h.1, h.2]
  · simp [spinZ, hψ c h]

/-- There are `C(n,a) C(n,b)` independent states with `a` spin-up and `b` spin-down electrons. -/
theorem finrank_sector (n a b : ℕ) :
    Module.finrank ℂ (sector n a b) = n.choose a * n.choose b := by
  let e : sector n a b ≃ₗ[ℂ] ({c : Config n // nUp c = a ∧ nDown c = b} → ℂ) :=
    { toFun := fun ψ c => ψ.1 c.1
      map_add' := fun _ _ => rfl
      map_smul' := fun _ _ => rfl
      invFun := fun f => ⟨fun c => if h : nUp c = a ∧ nDown c = b then f ⟨c, h⟩ else 0,
        fun _ hc => dif_neg hc⟩
      left_inv := fun ψ => Subtype.ext (funext fun c => by
        by_cases h : nUp c = a ∧ nDown c = b
        · exact dif_pos h
        · exact (dif_neg h).trans (ψ.2 c h).symm)
      right_inv := fun f => funext fun c => dif_pos c.2 }
  have hu : ∀ c : Config n, nUp c = (univ.filter fun p => (c p).1 = true).card := fun c => by
    rw [nUp, card_filter]
    exact sum_congr rfl fun p _ => by cases (c p).1 <;> simp
  have hd : ∀ c : Config n, nDown c = (univ.filter fun p => (c p).2 = true).card := fun c => by
    rw [nDown, card_filter]
    exact sum_congr rfl fun p _ => by cases (c p).2 <;> simp
  have hcard : n.choose a * n.choose b =
      (powersetCard a (univ : Finset (Fin n)) ×ˢ powersetCard b (univ : Finset (Fin n))).card := by
    simp
  rw [e.finrank_eq, Module.finrank_fintype_fun_eq_card, Fintype.card_subtype, hcard]
  -- a determinant is a pair of sets of occupied orbitals
  refine card_bij' (fun c _ => (univ.filter fun p => (c p).1 = true,
    univ.filter fun p => (c p).2 = true))
    (fun x _ p => (decide (p ∈ x.1), decide (p ∈ x.2))) ?_ ?_ ?_ ?_
  · intro c hc
    simpa [hu, hd, mem_powersetCard] using hc
  · intro x hx
    simpa [hu, hd, mem_powersetCard] using hx
  · intro c _
    funext p
    exact Prod.ext (by simp) (by simp)
  · intro x _
    exact Prod.ext (by ext; simp) (by ext; simp)

/-- The space `csf n a b` consists of exactly the states of the sector annihilated by `S₊`. -/
theorem csf_eq_ker (n a b : ℕ) : csf n a b = LinearMap.ker (S₊.domRestrict (sector n a b)) := by
  ext ψ
  have e : (spinSq - (((a : ℂ) - b) / 2 * (((a : ℂ) - b) / 2 + 1)) • LinearMap.id :
      (Config n → ℂ) →ₗ[ℂ] (Config n → ℂ)) ψ.1 = S₋ (S₊ ψ.1) := by
    simp only [spinSq, LinearMap.sub_apply, LinearMap.add_apply, LinearMap.comp_apply,
      LinearMap.smul_apply, LinearMap.id_apply, spinZ_sector ψ.2, map_smul]
    module
  rw [csf, LinearMap.mem_ker, LinearMap.mem_ker, LinearMap.domRestrict_apply,
    LinearMap.domRestrict_apply, e]
  constructor
  · intro h
    have k : star ψ.1 ⬝ᵥ S₋ (S₊ ψ.1) = star (S₊ ψ.1) ⬝ᵥ S₊ ψ.1 := ladder_adjoint false _ _
    rw [h, dotProduct_zero] at k
    exact dotProduct_star_self_eq_zero.1 k.symm
  · intro h
    rw [h, map_zero]

/-- For `b ≤ a`, `S₊` maps the states with `a` spin-up and `b+1` spin-down electrons onto all
states with `a+1` spin-up and `b` spin-down electrons. -/
theorem range_raising (h : b ≤ a) :
    LinearMap.range (S₊.domRestrict (sector n a (b + 1))) = sector n (a + 1) b := by
  apply le_antisymm
  · rintro _ ⟨ψ, rfl⟩ c hc
    exact (ladder_sector ψ.2 c).1 (by omega)
  · intro φ hφ
    have low : ∀ ψ ∈ sector n (a + 1) b, S₋ ψ ∈ sector n a (b + 1) :=
      fun ψ hψ c hc => (ladder_sector hψ c).2 (by omega)
    let T := (S₊ ∘ₗ S₋).restrict (p := sector n (a + 1) b) (q := sector n (a + 1) b)
      fun ψ hψ c hc => (ladder_sector (low ψ hψ) c).1 (by omega)
    -- S₊S₋ = S₋S₊ + 2S_z is positive definite on the target
    have inj : Function.Injective T := (injective_iff_map_eq_zero T).2 fun ψ h0 => by
      have h1 : S₊ (S₋ ψ.1) = 0 := congrArg Subtype.val h0
      rw [commutator, spinZ_sector ψ.2] at h1
      have k : star ψ.1 ⬝ᵥ S₋ (S₊ ψ.1) = star (S₊ ψ.1) ⬝ᵥ S₊ ψ.1 := ladder_adjoint false _ _
      have e := congrArg (fun v => star ψ.1 ⬝ᵥ v) h1
      simp only [dotProduct_add, dotProduct_smul, dotProduct_zero, k, smul_eq_mul] at e
      have e' : star (S₊ ψ.1) ⬝ᵥ S₊ ψ.1 + ((a + 1 - b : ℕ) : ℂ) * (star ψ.1 ⬝ᵥ ψ.1) = 0 := by
        rw [Nat.cast_sub (by omega)]
        linear_combination e
      have z := ((add_eq_zero_iff_of_nonneg (dotProduct_star_self_nonneg _)
        (mul_nonneg (Nat.cast_nonneg _) (dotProduct_star_self_nonneg _))).1 e').2
      exact Subtype.ext (dotProduct_star_self_eq_zero.1
        ((mul_eq_zero.1 z).resolve_left (Nat.cast_ne_zero.2 (by omega))))
    obtain ⟨χ, hχ⟩ := LinearMap.injective_iff_surjective.1 inj ⟨φ, hφ⟩
    exact ⟨⟨S₋ χ.1, low χ.1 χ.2⟩, congrArg Subtype.val hχ⟩

/-- A closed form for `n+1` times the difference of the determinant counts for `(a, b+1)` and
`(a+1, b)` spin-up and spin-down electrons. -/
theorem choose_difference (n a b : ℕ) :
    ((n : ℤ) + 1) * (n.choose a * n.choose (b + 1) - n.choose (a + 1) * n.choose b) =
      ((a : ℤ) - b) * (n + 1).choose (a + 1) * (n + 1).choose (b + 1) := by
  have h1 := Nat.add_one_mul_choose_eq n a
  have h2 := Nat.add_one_mul_choose_eq n b
  rw [Nat.choose_succ_succ' n] at h1 h2
  rw [Nat.choose_succ_succ' n a, Nat.choose_succ_succ' n b]
  zify at h1 h2
  push_cast
  linear_combination ((n.choose b : ℤ) + n.choose (b + 1)) * h1 -
    ((n.choose a : ℤ) + n.choose (a + 1)) * h2

/-- **Weyl-Paldus formula**: for `b ≤ a`, the number `d` of independent configuration state
functions of spin `(a-b)/2` for `a+b` electrons in `n` orbitals, at `S_z = (a-b)/2`, satisfies
`(n+1) d = (a-b+1) C(n+1,a+1) C(n+1,b)`. -/
theorem weyl_paldus (h : b ≤ a) :
    ((n : ℤ) + 1) * Module.finrank ℂ (csf n a b) =
      ((a : ℤ) - b + 1) * (n + 1).choose (a + 1) * (n + 1).choose b := by
  cases b with
  | zero =>
    -- without spin-down electrons every state is annihilated by S₊
    have top : csf n a 0 = ⊤ := by
      rw [csf_eq_ker, eq_top_iff]
      intro ψ _
      exact LinearMap.mem_ker.2 (funext fun c => (ladder_sector ψ.2 c).1 (by omega))
    have k := Nat.add_one_mul_choose_eq n a
    zify at k
    rw [top, finrank_top, finrank_sector, Nat.choose_zero_right, Nat.choose_zero_right]
    push_cast
    linear_combination k
  | succ b =>
    have r := LinearMap.finrank_range_add_finrank_ker (S₊.domRestrict (sector n a (b + 1)))
    rw [range_raising (by omega), ← csf_eq_ker, finrank_sector, finrank_sector] at r
    zify at r
    push_cast
    linear_combination ((n : ℤ) + 1) * r + choose_difference n a b

/-- Six electrons in six orbitals have 175 independent singlet configuration state functions. -/
theorem singlets_six_six : Module.finrank ℂ (csf 6 3 3) = 175 := by
  have k := weyl_paldus (n := 6) (le_refl 3)
  have h1 : (6 + 1).choose (3 + 1) = 35 := by decide
  have h2 : (6 + 1).choose 3 = 35 := by decide
  rw [h1, h2] at k
  push_cast at k
  omega

end

end WeylPaldus
```

```lean
#print axioms WeylPaldus.weyl_paldus
-- 'WeylPaldus.weyl_paldus' depends on axioms: [propext, Classical.choice, Quot.sound]
#print axioms WeylPaldus.singlets_six_six
-- 'WeylPaldus.singlets_six_six' depends on axioms: [propext, Classical.choice, Quot.sound]
```

## From spin flips to binomials in Lean

`ladder_adjoint` exchanges the sums and relabels determinants with `Fintype.sum_equiv`, using that `spinFlip p` is its own inverse. In `commutator`, the statement `key` compares the terms for each pair of orbitals: different orbitals agree, and equal ones leave the $2S_z$ contribution.

`ladder_sector` tracks how a flip changes the electron numbers, and `spinZ_sector` evaluates $S_z$. `finrank_sector` identifies the sector with functions on its determinants, then matches these with pairs of sets of occupied orbitals.

In `csf_eq_ker`, `module` reduces $S^2-s(s+1)$ to $S_-S_+$, and adjointness turns the condition into a vanishing norm. `range_raising` defines `T` as $S_+S_-$ on the target. Two nonnegative terms that add to zero must both vanish, which makes `T` injective; `LinearMap.injective_iff_surjective` supplies the preimage.

`choose_difference` is the binomial algebra, closed by `linear_combination` from the two absorption identities. `weyl_paldus` treats `b = 0` separately and otherwise combines rank–nullity with that identity. For six electrons in six orbitals, `singlets_six_six` solves $7d=35\cdot35$ and obtains 175 singlets.
